# Kramers averaging changes a quadratic mean-field energy only through the time-odd density matrix

Put one electron in one of the two spinors of a Kramers pair, both with one-electron energy $\varepsilon$, and let the mean field be pure exchange, $-u$ times the density matrix: the energy is $\varepsilon-u/2$, and averaging over time reversal, which leaves half an electron in each spinor, changes it to $\varepsilon-u/4$. The original energy minus the averaged one is $-u/4$. It comes entirely from the part of the density matrix that is odd under time reversal, and the Lean file below proves the corresponding formula for every quadratic mean-field energy with Kramers symmetry in a finite basis.

```lean
import Mathlib

open Matrix

namespace KramersAveraging

noncomputable section

local notation "conj(" A ")" => Matrix.map A (starRingEnd ℂ)

variable {n : Type*} [Fintype n]

/-- Time reversal of a one-particle matrix, `t(D) = U conj(D) U†`, as a real-linear map. -/
def timeRev (U : Matrix n n ℂ) : Matrix n n ℂ →ₗ[ℝ] Matrix n n ℂ where
  toFun D := U * conj(D) * Uᴴ
  map_add' A B := by
    have h : conj(A + B) = conj(A) + conj(B) := by ext i j; simp
    rw [h, Matrix.mul_add, Matrix.add_mul]
  map_smul' r A := by
    have h : conj(r • A) = r • conj(A) := by ext i j; simp
    rw [h, RingHom.id_apply, Matrix.mul_smul, Matrix.smul_mul]

/-- The trace pairing `Re tr(AB)`, real-linear in both matrices. -/
def trRe : Matrix n n ℂ →ₗ[ℝ] Matrix n n ℂ →ₗ[ℝ] ℝ :=
  LinearMap.mk₂ ℝ (fun A B => (A * B).trace.re)
    (by intro A B C; simp [Matrix.add_mul, Matrix.trace_add])
    (by intro r A B; simp [Matrix.smul_mul, Matrix.trace_smul])
    (by intro A B C; simp [Matrix.mul_add, Matrix.trace_add])
    (by intro r A B; simp [Matrix.mul_smul, Matrix.trace_smul])

/-- The mean-field energy `E(D) = tr(hD) + tr(D G(D))/2`, with real parts of the traces. -/
def energy (h : Matrix n n ℂ) (G : Matrix n n ℂ →ₗ[ℝ] Matrix n n ℂ)
    (D : Matrix n n ℂ) : ℝ :=
  trRe h D + trRe D (G D) / 2

/-- The matrix `M = (D - t(D))/2`, which is the time-odd part of `D` when `t(t(D)) = D`. -/
def magnetization (U D : Matrix n n ℂ) : Matrix n n ℂ :=
  (1 / 2 : ℝ) • (D - timeRev U D)

/-- For Hermitian matrices the trace pairing is the full trace `tr(AB)`, which is real. -/
theorem trRe_eq_trace {A B : Matrix n n ℂ} (hA : A.IsHermitian) (hB : B.IsHermitian) :
    ((trRe A B : ℝ) : ℂ) = (A * B).trace := by
  have h : starRingEnd ℂ (A * B).trace = (A * B).trace := by
    rw [starRingEnd_apply, ← Matrix.trace_conjTranspose, Matrix.conjTranspose_mul,
      hA.eq, hB.eq, Matrix.trace_mul_comm]
  exact Complex.conj_eq_iff_re.mp h

/-- Time reversal takes Hermitian matrices to Hermitian matrices. -/
theorem timeRev_isHermitian (U : Matrix n n ℂ) {D : Matrix n n ℂ} (hD : D.IsHermitian) :
    (timeRev U D).IsHermitian := by
  change (U * conj(D) * Uᴴ)ᴴ = U * conj(D) * Uᴴ
  have h : (conj(D))ᴴ = conj(D) := by
    ext i j
    have hij := hD.apply i j
    simp only [Matrix.conjTranspose_apply, Matrix.map_apply, starRingEnd_apply]
    rw [hij]
  rw [Matrix.conjTranspose_mul, Matrix.conjTranspose_mul, h,
    Matrix.conjTranspose_conjTranspose, Matrix.mul_assoc]

variable [DecidableEq n]

/-- A mean-field model with Kramers symmetry: `U` is unitary with `U conj(U) = -1`, `h` is
invariant under time reversal, and on Hermitian matrices `G` is trace-symmetric and commutes
with time reversal. -/
structure KramersSymmetric (U h : Matrix n n ℂ)
    (G : Matrix n n ℂ →ₗ[ℝ] Matrix n n ℂ) : Prop where
  unitary : Uᴴ * U = 1
  anti : U * conj(U) = -1
  h_inv : timeRev U h = h
  G_symm : ∀ A B : Matrix n n ℂ, A.IsHermitian → B.IsHermitian →
    trRe A (G B) = trRe B (G A)
  G_comm : ∀ A : Matrix n n ℂ, A.IsHermitian → G (timeRev U A) = timeRev U (G A)

variable {U h D R M : Matrix n n ℂ} {G : Matrix n n ℂ →ₗ[ℝ] Matrix n n ℂ}

/-- If `U conj(U) = -1`, reversing time twice gives back every one-particle matrix. -/
theorem timeRev_timeRev (hU : U * conj(U) = -1) (D : Matrix n n ℂ) :
    timeRev U (timeRev U D) = D := by
  change U * conj(U * conj(D) * Uᴴ) * Uᴴ = D
  have h1 : conj(Uᴴ) = (conj(U))ᴴ := by ext i j; simp
  have h2 : conj(conj(D)) = D := by ext i j; simp
  have h3 : (conj(U))ᴴ * Uᴴ = -1 := by
    rw [← Matrix.conjTranspose_mul, hU]; simp
  rw [Matrix.map_mul, Matrix.map_mul, h1, h2]
  -- the two signs from `U conj(U) = -1` cancel
  calc U * (conj(U) * D * (conj(U))ᴴ) * Uᴴ
      = (U * conj(U)) * D * ((conj(U))ᴴ * Uᴴ) := by simp only [Matrix.mul_assoc]
    _ = D := by rw [hU, h3]; noncomm_ring

/-- For unitary `U`, time reversal preserves the trace pairing. -/
theorem trRe_timeRev (hU : Uᴴ * U = 1) (A B : Matrix n n ℂ) :
    trRe (timeRev U A) (timeRev U B) = trRe A B := by
  change (U * conj(A) * Uᴴ * (U * conj(B) * Uᴴ)).trace.re = (A * B).trace.re
  have h : U * conj(A) * Uᴴ * (U * conj(B) * Uᴴ) = U * conj(A * B) * Uᴴ := by
    rw [Matrix.map_mul]
    calc _ = U * conj(A) * (Uᴴ * U) * conj(B) * Uᴴ := by simp only [Matrix.mul_assoc]
      _ = _ := by rw [hU]; simp only [Matrix.mul_one, Matrix.mul_assoc]
  rw [h, Matrix.trace_mul_comm, ← Matrix.mul_assoc, hU, Matrix.one_mul]
  generalize A * B = C
  simp [Matrix.trace]

/-- If `U conj(U) = -1` and `D` is Hermitian, then `M = (D - t(D))/2` is Hermitian and changes
sign under time reversal. -/
theorem magnetization_odd (hU : U * conj(U) = -1) (hD : D.IsHermitian) :
    (magnetization U D).IsHermitian ∧
      timeRev U (magnetization U D) = -magnetization U D := by
  constructor
  · unfold Matrix.IsHermitian magnetization
    rw [Matrix.conjTranspose_smul, Matrix.conjTranspose_sub, hD.eq,
      (timeRev_isHermitian U hD).eq, star_trivial]
  · simp only [magnetization, map_smul, map_sub, timeRev_timeRev hU]
    module

/-- In a Kramers-symmetric model, adding `x` times a time-odd Hermitian `M` to a time-even
Hermitian `R` changes the energy by exactly `x² tr(M G(M))/2`. -/
theorem energy_add_odd (hK : KramersSymmetric U h G) (hR : R.IsHermitian)
    (hM : M.IsHermitian) (hRt : timeRev U R = R) (hMt : timeRev U M = -M) (x : ℝ) :
    energy h G (R + x • M) = energy h G R + x ^ 2 * trRe M (G M) / 2 := by
  -- time-even and time-odd matrices are orthogonal
  have key : ∀ A B : Matrix n n ℂ, timeRev U A = A → timeRev U B = -B →
      trRe A B = 0 := by
    intro A B hA hB
    have e := trRe_timeRev hK.unitary A B
    rw [hA, hB, map_neg] at e
    linarith
  have h1 : trRe h M = 0 := key h M hK.h_inv hMt
  have h2 : trRe R (G M) = 0 := by
    apply key R (G M) hRt
    rw [← hK.G_comm M hM, hMt, map_neg]
  have h3 : trRe M (G R) = 0 := by rw [hK.G_symm M R hM hR, h2]
  simp only [energy, map_add, map_smul, LinearMap.add_apply, LinearMap.smul_apply,
    smul_eq_mul, h1, h2, h3]
  ring

/-- In a Kramers-symmetric model, the energy of a Hermitian `D` minus that of its Kramers
average `D - M` is `tr(M G(M))/2`, where `M = (D - t(D))/2`. -/
theorem kramers_energy_gap (hK : KramersSymmetric U h G) (hD : D.IsHermitian) :
    energy h G D - energy h G (D - magnetization U D)
      = trRe (magnetization U D) (G (magnetization U D)) / 2 := by
  obtain ⟨hM, hMt⟩ := magnetization_odd hK.anti hD
  have hRt : timeRev U (D - magnetization U D) = D - magnetization U D := by
    rw [map_sub, hMt]
    unfold magnetization
    module
  have e := energy_add_odd hK (hD.sub hM) hM hRt hMt 1
  rw [one_smul, sub_add_cancel] at e
  rw [e]
  ring

/-- In a Kramers-symmetric model, Kramers averaging never raises the energy of a Hermitian
matrix if and only if `tr(M G(M)) ≥ 0` for every time-odd Hermitian `M`. -/
theorem averaging_never_raises_iff (hK : KramersSymmetric U h G) :
    (∀ D : Matrix n n ℂ, D.IsHermitian →
        energy h G (D - magnetization U D) ≤ energy h G D) ↔
      ∀ M : Matrix n n ℂ, M.IsHermitian → timeRev U M = -M → 0 ≤ trRe M (G M) := by
  constructor
  · intro H M hM hMt
    -- a time-odd matrix is its own magnetization
    have hself : magnetization U M = M := by
      unfold magnetization
      rw [hMt]
      module
    have e := kramers_energy_gap hK hM
    have i := H M hM
    rw [hself] at e i
    linarith
  · intro H D hD
    obtain ⟨hM, hMt⟩ := magnetization_odd hK.anti hD
    have e := kramers_energy_gap hK hD
    have i := H _ hM hMt
    linarith

/-- The matrix `U` of time reversal for a single Kramers pair of spinors. -/
def pairU : Matrix (Fin 2) (Fin 2) ℂ := !![0, -1; 1, 0]

/-- Time reversal in one Kramers pair swaps the two diagonal entries, swaps the two off-diagonal
entries with a change of sign, and takes the complex conjugate of all four. -/
theorem timeRev_pairU (A : Matrix (Fin 2) (Fin 2) ℂ) :
    timeRev pairU A = !![star (A 1 1), -star (A 1 0); -star (A 0 1), star (A 0 0)] := by
  change pairU * conj(A) * pairUᴴ = _
  have hU : pairUᴴ = !![0, 1; -1, 0] := by
    ext i j
    fin_cases i <;> fin_cases j <;> simp [pairU]
  rw [hU, Matrix.eta_fin_two (conj(A)), pairU, Matrix.mul_fin_two, Matrix.mul_fin_two]
  simp

/-- One Kramers pair with `h = ε 1` and the exchange potential `G(X) = -u X` of a contact
interaction is a Kramers-symmetric model. -/
theorem kramersSymmetric_witness (ε u : ℝ) :
    KramersSymmetric pairU (ε • (1 : Matrix (Fin 2) (Fin 2) ℂ)) ((-u) • LinearMap.id) where
  unitary := by
    ext i j
    fin_cases i <;> fin_cases j <;> simp [pairU, Matrix.mul_apply, Fin.sum_univ_two]
  anti := by
    ext i j
    fin_cases i <;> fin_cases j <;> simp [pairU, Matrix.mul_apply, Fin.sum_univ_two]
  h_inv := by
    rw [map_smul, timeRev_pairU]
    congr 1
    ext i j
    fin_cases i <;> fin_cases j <;> simp
  G_symm A B _ _ := by
    have e : trRe A B = trRe B A := congrArg Complex.re (Matrix.trace_mul_comm A B)
    simp only [LinearMap.smul_apply, LinearMap.id_apply, map_smul, e]
  G_comm A _ := by
    simp only [LinearMap.smul_apply, LinearMap.id_apply, map_smul]

/-- For one electron in one spinor of a Kramers pair with `h = ε 1` and `G(X) = -u X`, the
energy minus that of the Kramers average is `-u/4`. -/
theorem contact_energy_gap (ε u : ℝ) :
    energy (ε • (1 : Matrix (Fin 2) (Fin 2) ℂ)) ((-u) • LinearMap.id) !![1, 0; 0, 0]
      - energy (ε • (1 : Matrix (Fin 2) (Fin 2) ℂ)) ((-u) • LinearMap.id)
          (!![1, 0; 0, 0] - magnetization pairU !![1, 0; 0, 0]) = -u / 4 := by
  have hD : (!![1, 0; 0, 0] : Matrix (Fin 2) (Fin 2) ℂ).IsHermitian := by
    ext i j
    fin_cases i <;> fin_cases j <;> simp
  have hM : magnetization pairU !![1, 0; 0, 0] = !![1 / 2, 0; 0, -1 / 2] := by
    unfold magnetization
    rw [timeRev_pairU]
    ext i j
    fin_cases i <;> fin_cases j <;> simp
    norm_num
  have hT : trRe (!![1 / 2, 0; 0, -1 / 2] : Matrix (Fin 2) (Fin 2) ℂ)
      !![1 / 2, 0; 0, -1 / 2] = 1 / 2 := by
    change ((!![1 / 2, 0; 0, -1 / 2] : Matrix (Fin 2) (Fin 2) ℂ)
      * !![1 / 2, 0; 0, -1 / 2]).trace.re = 1 / 2
    rw [Matrix.mul_fin_two, Matrix.trace_fin_two_of]
    norm_num
  rw [kramers_energy_gap (kramersSymmetric_witness ε u) hD, hM, LinearMap.smul_apply,
    LinearMap.id_apply, map_smul, hT, smul_eq_mul]
  ring

end

end KramersAveraging
```

```lean
#print axioms KramersAveraging.trRe_eq_trace
#print axioms KramersAveraging.averaging_never_raises_iff
#print axioms KramersAveraging.contact_energy_gap
```

```
'KramersAveraging.trRe_eq_trace' depends on axioms: [propext, Classical.choice, Quot.sound]
'KramersAveraging.averaging_never_raises_iff' depends on axioms: [propext, Classical.choice, Quot.sound]
'KramersAveraging.contact_energy_gap' depends on axioms: [propext, Classical.choice, Quot.sound]
```

## The energy difference and its sign

Let $D$ be a Hermitian matrix, $U$ the unitary matrix of time reversal, and

$$t(D)=U\,\overline{D}\,U^\dagger,\qquad M=\tfrac12\bigl(D-t(D)\bigr).$$

The bar is entrywise complex conjugation. The Kramers average is $D-M=\tfrac12(D+t(D))$. With a one-electron matrix $h$ and a real-linear mean-field map $G$, the energy is

$$E(D)=\langle h,D\rangle+\tfrac12\langle D,G(D)\rangle,\qquad \langle A,B\rangle=\mathrm{Re}\,\mathrm{tr}(AB).$$

When $h$ and $G$ have the Kramers symmetry spelled out in the next section, the theorem `kramers_energy_gap` states that

$$E(D)-E(D-M)=\tfrac12\langle M,G(M)\rangle .$$

A positive right-hand side means that averaging lowers the energy; a negative one means that it raises it. `averaging_never_raises_iff` turns this into a criterion: averaging never raises the energy of any Hermitian $D$ exactly when $\langle M,G(M)\rangle\ge 0$ for every time-odd Hermitian $M$.

## What the matrices and hypotheses stand for

The index type `n` labels a finite orthonormal spinor basis closed under time reversal. `timeRev U` is $t$, `trRe` is the pairing $\langle\cdot,\cdot\rangle$, and `magnetization U D` is $M$, the whole time-odd matrix and not a magnetization density in space. For two Hermitian matrices, `trRe_eq_trace` shows that the pairing is the full trace.

The structure `KramersSymmetric` collects the physical assumptions:

- `unitary` and `anti` say that $U^\dagger U=1$ and $U\overline U=-1$. The minus sign is that of time reversal applied twice to a particle with half-integer spin.
- `h_inv` says that $t(h)=h$, as in the absence of an external magnetic field.
- `G_symm` says that $\langle A,G(B)\rangle=\langle B,G(A)\rangle$ for Hermitian matrices. It reflects the symmetry of the two-electron interaction under exchange of the electrons.
- `G_comm` says that $G(t(A))=t(G(A))$ for Hermitian $A$: the interaction itself singles out no direction of time.

These conditions are assumed for a general $G$, not derived from Dirac–Coulomb integrals. Nothing requires $D$ to have occupations between 0 and 1, and the criterion ranges over all Hermitian matrices.

In four-component Hartree–Fock theory, the formula gives the energy of a Kramers-unrestricted density matrix minus that of its Kramers average, within a finite basis and for a quadratic energy. It is not the difference between separately optimised unrestricted and restricted determinants: the average of a determinant's density matrix can have fractional occupations, as in the opening example.

## Why the linear terms vanish

**Reversing time twice.** Since $\overline U^\dagger U^\dagger=(U\overline U)^\dagger=-1$,

$$t(t(D))=(U\overline U)\,D\,(\overline U^\dagger U^\dagger)=(-1)D(-1)=D.$$

This is `timeRev_timeRev`, whose `calc` block makes the same regrouping. If $D$ is Hermitian, so are $\overline D$ and $t(D)$, by `timeRev_isHermitian`. Hence $M$ is Hermitian, and $t(M)=\tfrac12(t(D)-D)=-M$, which is `magnetization_odd`.

**Orthogonality.** Because $U^\dagger U=1$,

$$t(A)\,t(B)=U\,\overline{A}\,\overline{B}\,U^\dagger=U\,\overline{AB}\,U^\dagger .$$

Its trace is the complex conjugate of $\mathrm{tr}(AB)$ and has the same real part, so $\langle t(A),t(B)\rangle=\langle A,B\rangle$; this is `trRe_timeRev`. For even $A$ and odd $B$ it gives $\langle A,B\rangle=-\langle A,B\rangle$, hence $\langle A,B\rangle=0$. Inside `energy_add_odd` this step is called `key`.

**Expansion.** Let $R$ be Hermitian and even, $M$ Hermitian and odd, and $x$ real. Linearity gives

$$E(R+xM)=E(R)+x\Bigl[\langle h,M\rangle+\tfrac12\langle R,G(M)\rangle+\tfrac12\langle M,G(R)\rangle\Bigr]+\tfrac{x^2}{2}\langle M,G(M)\rangle .$$

The first term in the bracket vanishes because $h$ is even. The second vanishes because $t(G(M))=G(t(M))=-G(M)$, so $G(M)$ is odd. The third equals the second by the symmetry of $G$. These are `h1`, `h2` and `h3`; `simp only` then expands the energy and `ring` collects the terms.

**The difference.** The average $R=D-M$ is even, since $t(D-M)=t(D)+M=D-M$. Setting $x=1$ gives `kramers_energy_gap`.

**The criterion.** If the quadratic form is nonnegative on odd matrices, the energy difference is nonnegative for every $D$. Conversely, an odd $M$ is its own odd part, `hself` in the code, and its average is zero. Applying the assumed inequality to $D=M$ therefore gives $\langle M,G(M)\rangle\ge0$.

## Both signs in one Kramers pair

For `pairU`, time reversal swaps the two populations, so $D=\mathrm{diag}(1,0)$ has $t(D)=\mathrm{diag}(0,1)$ and $M=\mathrm{diag}(\tfrac12,-\tfrac12)$. With $G(X)=-uX$,

$$\tfrac12\langle M,G(M)\rangle=-\tfrac u2\,\mathrm{tr}(M^2)=-\tfrac u4,$$

which is `contact_energy_gap`. `kramersSymmetric_witness` verifies the hypotheses for all real $\varepsilon$ and $u$: averaging raises the energy for $u>0$ and lowers it for $u<0$. The direct term $u\,\mathrm{tr}(X)\,1$ of a contact interaction is left out of $G$; it would not alter the difference, because $\mathrm{tr}\,M=0$.

## Real and complex density matrices

The same argument works when $U\overline U=+1$, since the two signs in $t(t(D))$ again multiply to one. For $U=1$, $t$ is complex conjugation, $D-M$ is the real part of $D$, and $M$ is $i$ times its imaginary part. If $h$ is real and $G$ is trace-symmetric and commutes with conjugation, the formula then gives the energy of a complex density matrix minus that of its real part.
